# Half-filled Stoner ring with even N: any I > 0 magnetizes it if 4 divides N; otherwise I must exceed 16t/(N sin(π/N))

A mesh counts as magnetized here if some configuration, with any number of spins flipped, has lower energy than every unpolarized one. For even \(N\ge6\) not divisible by 4, testing only single flips would give a higher threshold.

Take \(N=2M\) momenta, the integers \(k\in(-M,M]\), with levels \(-2t\cos(2\pi k/N)\) and \(t>0\). Let \(N\) electrons occupy sets \(A\) (up) and \(B\) (down). Their energy is the band energy minus \((I/N)\big((|A|-|B|)/2\big)^2\), where the given constant \(I\) sets the strength of the exchange energy gained by aligning spins. Then:

- if \(4\mid N\), the mesh magnetizes for every \(I>0\);
- otherwise it magnetizes exactly when \(I>16t/(N\sin(\pi/N))\).

## Fixed-moment scans on a small mesh

At each fixed moment, this model fills the lowest levels of each spin and adds the exchange term; a scan then compares the total energies. For \(N=6\) the levels are \(-2t,-t,-t,t,t,2t\). One, two and three flips cost \(2t,4t,8t\) and gain \(I/6,4I/6,9I/6\), so they pay above \(12t\), \(6t\) and \(16t/3\). Full polarization wins first. In this non-interacting band with a one-parameter exchange term, the magnetic state found can thus depend on the k-mesh and on which moments are scanned.

## From level filling to the thresholds

Put \(x=\pi/N\), so \(Mx=\pi/2\). In the order \(0,1,-1,2,\dots\) the levels never decrease. The largest of \(n\) distinct positions, counted from 0, is at least \(n-1\); removing it and repeating shows that the first \(n\) positions give the least band energy \(F(n)\). With \(c_n=\cos x\) for even \(n\) and \(c_n=1\) for odd \(n\),
\[F(n)\sin x=-2t\,c_n\sin(nx).\]
This holds at \(n=0\). The next level is \(-2t\cos(nx)\) for even \(n\) and \(-2t\cos((n+1)x)\) for odd \(n\), and the induction step is respectively
\[\sin(nx)\cos x+\cos(nx)\sin x=\sin((n+1)x),\]
\[\sin(nx)+\cos((n+1)x)\sin x=\sin((n+1)x)\cos x.\]

Since \(\sin((M\pm1)x)=\cos x\), the flip cost \(F(M+1)+F(M-1)-2F(M)\) is \(0\) for even \(M\). For odd \(M\) it is \(4t(1-\cos^2x)/\sin x=4t\sin x\). A free flip gains \(I/N\), which settles even \(M\).

For odd \(M\), let \(u=(|A|-M)/M\), so \(|u|\le1\). Concavity gives \(\sin(|u|\pi/4)\ge|u|/\sqrt2\), hence
\[\cos(u\pi/2)=1-2\sin^2(u\pi/4)\le1-u^2.\]
Because \(\sin(|A|x)=\sin(|B|x)=\cos(u\pi/2)\ge0\) and \(c_n\le1\), each spin has band energy at least \(-2t(1-u^2)/\sin x\). The unpolarized minimum is \(2F(M)=-4t/\sin x\), so polarization costs at least \(4tu^2/\sin x\) and gains \(IMu^2/2\). It can pay only if \(I>8t/(M\sin x)=16t/(N\sin x)\). Full polarization has zero band energy and attains the bound, so this condition also suffices.

For odd \(M\), a single flip pays exactly when \(I>4tN\sin x\). For \(M>1\), Jordan's inequality \(\sin x>2x/\pi=1/M\) puts this strictly above the true threshold.

## The Lean file

```lean
import Mathlib

open Real

namespace StonerMesh

noncomputable section

/-- The `N = 2M` crystal momenta of the ring, labelled by the integers in `(-M, M]`. -/
def mesh (M : ℕ) : Finset ℤ := Finset.Ioc (-(M : ℤ)) M

/-- The band level `-2t cos(2πk/N)` on a mesh of `N = 2M` points, for `M > 0`. -/
def level (t : ℝ) (M : ℕ) (k : ℤ) : ℝ := -2 * t * cos (2 * π * k / (2 * M))

/-- The momenta in the order `0, 1, -1, 2, -2, …`. -/
def shell (j : ℕ) : ℤ :=
  if j % 2 = 1 then (((j + 1) / 2 : ℕ) : ℤ) else -((j / 2 : ℕ) : ℤ)

/-- Band energy of `n ≤ 2M` electrons of one spin in the first `n` momenta `0, 1, -1, 2, …`, for
`M > 0`. -/
def fill (t : ℝ) (M n : ℕ) : ℝ := ∑ j ∈ Finset.range n, level t M (shell j)

/-- Energy of the configuration with up spins in `A` and down spins in `B`: band energy minus
the Stoner gain `(I/N) ((n↑ - n↓)/2)²`, with `N = 2M` and `M > 0`. -/
def energy (t I : ℝ) (M : ℕ) (A B : Finset ℤ) : ℝ :=
  ∑ k ∈ A, level t M k + ∑ k ∈ B, level t M k
    - I / (2 * M) * (((A.card : ℝ) - B.card) / 2) ^ 2

/-- The half-filled mesh magnetizes: some configuration of `N = 2M` electrons has lower energy
than every unpolarized one. -/
def Magnetizes (t I : ℝ) (M : ℕ) : Prop :=
  ∃ A ⊆ mesh M, ∃ B ⊆ mesh M, A.card + B.card = 2 * M ∧
    ∀ A' ⊆ mesh M, ∀ B' ⊆ mesh M, A'.card = M → B'.card = M →
      energy t I M A B < energy t I M A' B'

/-- The level at position `j` of the filling order, written with the magnitude of its momentum. -/
theorem level_shell (t : ℝ) (M j : ℕ) : level t M (shell j) =
    -2 * t * cos (2 * (((j + 1) / 2 : ℕ) : ℝ) * (π / (2 * M))) := by
  have h : shell j = (((j + 1) / 2 : ℕ) : ℤ) ∨ shell j = -(((j + 1) / 2 : ℕ) : ℤ) := by
    unfold shell
    split_ifs <;> omega
  generalize (j + 1) / 2 = q at h ⊢
  rcases h with h | h
  · rw [h, level, show 2 * π * ((q : ℤ) : ℝ) / (2 * M) = 2 * q * (π / (2 * M)) by
      push_cast; ring]
  · rw [h, level, show 2 * π * ((-(q : ℤ) : ℤ) : ℝ) / (2 * M) = -(2 * q * (π / (2 * M))) by
      push_cast; ring, cos_neg]

/-- For `t ≥ 0` and `n ≤ N = 2M`, `fill t M n` is the least band energy of `n` electrons of one
spin on the mesh. -/
theorem fill_isLeast {t : ℝ} (ht : 0 ≤ t) {M n : ℕ} (hn : n ≤ 2 * M) :
    IsLeast {E | ∃ A ⊆ mesh M, A.card = n ∧ ∑ k ∈ A, level t M k = E} (fill t M n) := by
  have inj : Function.Injective shell := by
    intro a b h
    unfold shell at h
    split_ifs at h <;> omega
  -- the levels never decrease along the filling order
  have mono : ∀ i j, i ≤ j → j < 2 * M → level t M (shell i) ≤ level t M (shell j) := by
    intro i j hij hj
    have hM : (0 : ℝ) < M := Nat.cast_pos.2 (by omega)
    have h1 : (((i + 1) / 2 : ℕ) : ℝ) ≤ (((j + 1) / 2 : ℕ) : ℝ) := Nat.cast_le.2 (by omega)
    have h2 : (((j + 1) / 2 : ℕ) : ℝ) ≤ M := Nat.cast_le.2 (by omega)
    rw [level_shell, level_shell]
    have hp : (0 : ℝ) ≤ (((i + 1) / 2 : ℕ) : ℝ) := Nat.cast_nonneg _
    generalize (((i + 1) / 2 : ℕ) : ℝ) = p at h1 hp ⊢
    generalize (((j + 1) / 2 : ℕ) : ℝ) = q at h1 h2 ⊢
    have hx : 0 < π / (2 * (M : ℝ)) := by positivity
    have hπ : 2 * (M : ℝ) * (π / (2 * M)) = π := mul_div_cancel₀ _ (by positivity)
    have h := cos_le_cos_of_nonneg_of_le_pi (x := 2 * p * (π / (2 * M)))
      (y := 2 * q * (π / (2 * M))) (by positivity) (by nlinarith) (by nlinarith)
    nlinarith [mul_le_mul_of_nonneg_left h ht]
  -- hence any set of positions costs at least as much as the initial segment of the same size
  have low : ∀ B : Finset ℕ, (∀ b ∈ B, b < 2 * M) →
      fill t M B.card ≤ ∑ j ∈ B, level t M (shell j) := by
    intro B
    induction B using Finset.induction_on_max with
    | empty => simp [fill]
    | insert a s ha ih =>
      intro hB
      have hna : a ∉ s := fun h => lt_irrefl _ (ha a h)
      have hc : s.card ≤ a := by
        have hsub : s ⊆ Finset.range a := fun x hx => Finset.mem_range.2 (ha x hx)
        simpa using Finset.card_le_card hsub
      have h1 := ih fun b hb => hB b (Finset.mem_insert_of_mem hb)
      have h2 := mono _ _ hc (hB a (Finset.mem_insert_self _ _))
      unfold fill at h1 ⊢
      rw [Finset.card_insert_of_notMem hna, Finset.sum_range_succ, Finset.sum_insert hna]
      linarith
  constructor
  · refine ⟨(Finset.range n).image shell, ?_, ?_, ?_⟩
    · intro k hk
      obtain ⟨j, hj, rfl⟩ := Finset.mem_image.1 hk
      have hj' := Finset.mem_range.1 hj
      rw [mesh, Finset.mem_Ioc]
      unfold shell
      split_ifs <;> omega
    · rw [Finset.card_image_of_injective _ inj, Finset.card_range]
    · exact Finset.sum_image (fun a _ b _ h => inj h)
  · rintro E ⟨A, hA, rfl, rfl⟩
    obtain ⟨B, hB, rfl⟩ : ∃ B : Finset ℕ, (∀ b ∈ B, b < 2 * M) ∧ B.image shell = A := by
      refine ⟨(Finset.range (2 * M)).filter (fun j => shell j ∈ A),
        fun b hb => Finset.mem_range.1 (Finset.mem_filter.1 hb).1, ?_⟩
      ext k
      simp only [Finset.mem_image, Finset.mem_filter, Finset.mem_range]
      constructor
      · rintro ⟨j, ⟨_, h⟩, rfl⟩
        exact h
      · intro hk
        have hm := hA hk
        rw [mesh, Finset.mem_Ioc] at hm
        have hj : ∃ j, j < 2 * M ∧ shell j = k := by
          by_cases h : 0 < k
          · refine ⟨2 * k.toNat - 1, by omega, ?_⟩
            unfold shell
            split_ifs <;> omega
          · refine ⟨2 * (-k).toNat, by omega, ?_⟩
            unfold shell
            split_ifs <;> omega
        obtain ⟨j, hj, rfl⟩ := hj
        exact ⟨j, ⟨hj, hk⟩, rfl⟩
    rw [Finset.card_image_of_injective _ inj, Finset.sum_image (fun a _ b _ h => inj h)]
    exact low B hB

/-- Closed form of the filling energy: times `sin(π/N)` it is `-2t sin(nπ/N)`, with an extra
factor `cos(π/N)` for even `n`. -/
theorem fill_mul_sin (t : ℝ) (M n : ℕ) : fill t M n * sin (π / (2 * M)) =
    -2 * t * sin (n * (π / (2 * M))) * (if Even n then cos (π / (2 * M)) else 1) := by
  induction n with
  | zero => simp [fill]
  | succ n ih =>
    have e : fill t M (n + 1) = fill t M n + level t M (shell n) := Finset.sum_range_succ _ _
    rw [e, add_mul, ih, level_shell]
    generalize π / (2 * (M : ℝ)) = x
    by_cases h : Even n
    · have h2 : 2 * (((n + 1) / 2 : ℕ) : ℝ) = n := by
        have : 2 * ((n + 1) / 2) = n := by rw [Nat.even_iff] at h; omega
        exact_mod_cast this
      rw [if_pos h, h2, if_neg (fun h' => Nat.even_add_one.1 h' h)]
      push_cast
      rw [show ((n : ℝ) + 1) * x = n * x + x by ring, sin_add]
      ring
    · have h2 : 2 * (((n + 1) / 2 : ℕ) : ℝ) = n + 1 := by
        have : 2 * ((n + 1) / 2) = n + 1 := by rw [Nat.even_iff] at h; omega
        exact_mod_cast this
      rw [if_neg h, h2, if_pos (Nat.even_add_one.2 h)]
      push_cast
      rw [show (n : ℝ) * x = ((n : ℝ) + 1) * x - x by ring, sin_sub]
      ring

/-- For `M > 0`, `M` steps of `π/N` make a right angle, and `sin(π/N)` is positive. -/
theorem mesh_angle {M : ℕ} (hM : 0 < M) :
    (M : ℝ) * (π / (2 * M)) = π / 2 ∧ 0 < sin (π / (2 * M)) := by
  have h1 : (1 : ℝ) ≤ M := by exact_mod_cast hM
  have h0 : (0 : ℝ) < M := by linarith
  refine ⟨by field_simp, sin_pos_of_pos_of_lt_pi (by positivity) ?_⟩
  rw [div_lt_iff₀ (by positivity)]
  nlinarith [pi_pos]

/-- With the first `M` momenta of the order `0, 1, -1, 2, …` filled for each spin, moving the last
electron of one spin to the next momentum of the other costs `0` if `4` divides `N = 2M`, and
`4t sin(π/N)` otherwise, for `M > 0`. -/
theorem single_flip_cost (t : ℝ) {M : ℕ} (hM : 0 < M) :
    fill t M (M + 1) + fill t M (M - 1) - 2 * fill t M M =
      if Even M then 0 else 4 * t * sin (π / (2 * M)) := by
  obtain ⟨hx, hs⟩ := mesh_angle hM
  have h0 := fill_mul_sin t M M
  have h1 := fill_mul_sin t M (M + 1)
  have h2 := fill_mul_sin t M (M - 1)
  rw [hx, sin_pi_div_two] at h0
  rw [show ((M + 1 : ℕ) : ℝ) * (π / (2 * M)) = π / (2 * M) + π / 2 by
    push_cast; linear_combination hx, sin_add_pi_div_two] at h1
  rw [Nat.cast_pred hM, show ((M : ℝ) - 1) * (π / (2 * M)) = π / 2 - π / (2 * M) by
    linear_combination hx, sin_pi_div_two_sub] at h2
  apply mul_right_cancel₀ hs.ne'
  by_cases h : Even M
  · have ha : ¬ Even (M + 1) := by rw [Nat.even_iff] at *; omega
    have hb : ¬ Even (M - 1) := by rw [Nat.even_iff] at *; omega
    rw [if_pos h] at h0 ⊢
    rw [if_neg ha] at h1
    rw [if_neg hb] at h2
    linear_combination h1 + h2 - 2 * h0
  · have ha : Even (M + 1) := by rw [Nat.even_iff] at *; omega
    have hb : Even (M - 1) := by rw [Nat.even_iff] at *; omega
    rw [if_neg h] at h0 ⊢
    rw [if_pos ha] at h1
    rw [if_pos hb] at h2
    linear_combination h1 + h2 - 2 * h0 - 4 * t * sin_sq_add_cos_sq (π / (2 * (M : ℝ)))

/-- For `|u| ≤ 1` the cosine `cos(uπ/2)` is at most the parabola `1 - u²`. -/
theorem cos_le_parabola {u : ℝ} (hu : |u| ≤ 1) : cos (u * (π / 2)) ≤ 1 - u ^ 2 := by
  have hp := pi_pos
  -- concavity of the sine between 0 and π/4
  have hc := strictConcaveOn_sin_Icc.concaveOn.2
    (show (0 : ℝ) ∈ Set.Icc 0 π from ⟨le_rfl, hp.le⟩)
    (show π / 4 ∈ Set.Icc 0 π from ⟨by positivity, by linarith⟩)
    (show 0 ≤ 1 - |u| by linarith) (abs_nonneg u) (by ring)
  simp only [smul_eq_mul, sin_zero, mul_zero, zero_add, sin_pi_div_four] at hc
  have h2 := pow_le_pow_left₀ (by positivity) hc 2
  rw [mul_pow, div_pow, sq_abs, sq_sqrt (by norm_num)] at h2
  have h4 := cos_two_mul (|u| * (π / 4))
  have h5 := sin_sq_add_cos_sq (|u| * (π / 4))
  rw [show 2 * (|u| * (π / 4)) = |u| * (π / 2) by ring] at h4
  rw [← cos_abs, abs_mul, abs_of_pos pi_div_two_pos]
  linarith

/-- For `t ≥ 0` and `M > 0`, any `n ≤ N = 2M` electrons of one spin have band energy at least
`-2t (1 - ((n - M)/M)²) / sin(π/N)`, written here without the division. -/
theorem band_energy_bound {t : ℝ} (ht : 0 ≤ t) {M : ℕ} (hM : 0 < M) {D : Finset ℤ}
    (hD : D ⊆ mesh M) (hn : D.card ≤ 2 * M) :
    -2 * t * (1 - (((D.card : ℝ) - M) / M) ^ 2) ≤
      (∑ k ∈ D, level t M k) * sin (π / (2 * M)) := by
  obtain ⟨hx, hs⟩ := mesh_angle hM
  have hM' : (0 : ℝ) < M := by exact_mod_cast hM
  have hn' : (D.card : ℝ) ≤ 2 * M := by exact_mod_cast hn
  have hn0 : (0 : ℝ) ≤ D.card := Nat.cast_nonneg _
  have h0 := mul_le_mul_of_nonneg_right ((fill_isLeast ht hn).2 ⟨D, hD, rfl, rfl⟩) hs.le
  rw [fill_mul_sin] at h0
  have hu : |((D.card : ℝ) - M) / M| ≤ 1 := by
    rw [abs_div, abs_of_pos hM', div_le_one hM']
    exact abs_le.2 ⟨by linarith, by linarith⟩
  have hc := cos_le_parabola hu
  rw [show ((D.card : ℝ) - M) / M * (π / 2) = D.card * (π / (2 * M)) - π / 2 by
    linear_combination (-(π / 2)) * mul_inv_cancel₀ hM'.ne', cos_sub_pi_div_two] at hc
  have hx0 : 0 < π / (2 * (M : ℝ)) := by positivity
  have hsin : 0 ≤ sin (D.card * (π / (2 * M))) :=
    sin_nonneg_of_nonneg_of_le_pi (by positivity) (by nlinarith)
  have hi : (if Even D.card then cos (π / (2 * M)) else 1) ≤ 1 := by
    split_ifs
    · exact cos_le_one _
    · exact le_rfl
  have h3 := mul_le_mul_of_nonneg_left ((mul_le_of_le_one_right hsin hi).trans hc) ht
  linarith

/-- If `4` divides `N = 2M > 0` and `t > 0`, the mesh magnetizes for every `I > 0`. -/
theorem magnetizes_of_even {t I : ℝ} (ht : 0 < t) (hI : 0 < I) {M : ℕ} (hM : 0 < M)
    (h : Even M) : Magnetizes t I M := by
  obtain ⟨A, hA, hAc, hAE⟩ := (fill_isLeast ht.le (M := M) (n := M + 1) (by omega)).1
  obtain ⟨B, hB, hBc, hBE⟩ := (fill_isLeast ht.le (M := M) (n := M - 1) (by omega)).1
  refine ⟨A, hA, B, hB, by omega, fun A' hA' B' hB' a b => ?_⟩
  have h1 := (fill_isLeast ht.le (M := M) (n := M) (by omega)).2 ⟨A', hA', a, rfl⟩
  have h2 := (fill_isLeast ht.le (M := M) (n := M) (by omega)).2 ⟨B', hB', b, rfl⟩
  have hc := single_flip_cost t hM
  rw [if_pos h] at hc
  have hM' : (0 : ℝ) < M := by exact_mod_cast hM
  have hg : 0 < I / (2 * (M : ℝ)) := by positivity
  have e1 : energy t I M A B = fill t M (M + 1) + fill t M (M - 1) - I / (2 * M) := by
    unfold energy
    rw [hAE, hBE, hAc, hBc, Nat.cast_pred hM]
    push_cast
    ring
  have e2 : energy t I M A' B' = ∑ k ∈ A', level t M k + ∑ k ∈ B', level t M k := by
    unfold energy
    rw [a, b]
    ring
  rw [e1, e2]
  linarith

/-- If `N = 2M` is not divisible by `4` and `t > 0`, the mesh magnetizes exactly when
`I > 16t / (N sin(π/N))`. -/
theorem magnetizes_iff_of_odd {t I : ℝ} (ht : 0 < t) {M : ℕ} (h : Odd M) :
    Magnetizes t I M ↔ 16 * t / (2 * M * sin (π / (2 * M))) < I := by
  have hM : 0 < M := h.pos
  obtain ⟨hx, hs⟩ := mesh_angle hM
  have hM' : (0 : ℝ) < M := by exact_mod_cast hM
  have hinv := mul_inv_cancel₀ hM'.ne'
  have hF := fill_mul_sin t M M
  rw [hx, sin_pi_div_two, if_neg (Nat.not_even_iff_odd.2 h)] at hF
  rw [div_lt_iff₀ (by positivity)]
  constructor
  · rintro ⟨A, hA, B, hB, hc, hlt⟩
    obtain ⟨C, hC, hCc, hCE⟩ := (fill_isLeast ht.le (M := M) (n := M) (by omega)).1
    have hl := hlt C hC C hC hCc hCc
    have kA := band_energy_bound ht.le hM hA (by omega)
    have kB := band_energy_bound ht.le hM hB (by omega)
    have hb : (B.card : ℝ) = 2 * M - A.card := by
      have : (A.card : ℝ) + B.card = 2 * M := by exact_mod_cast hc
      linarith
    rw [hb, show ((2 * (M : ℝ) - A.card - M) / M) ^ 2 = (((A.card : ℝ) - M) / M) ^ 2 by
      ring] at kB
    obtain ⟨u, hu⟩ : ∃ u : ℝ, u = ((A.card : ℝ) - M) / M := ⟨_, rfl⟩
    have ha : (A.card : ℝ) = M + M * u := by
      rw [hu, mul_div_cancel₀ _ hM'.ne']
      ring
    rw [← hu] at kA kB
    have e1 : energy t I M A B =
        ∑ k ∈ A, level t M k + ∑ k ∈ B, level t M k - I * M / 2 * u ^ 2 := by
      unfold energy
      rw [hb, ha]
      linear_combination (-(I * M * u ^ 2 / 2)) * hinv
    have e2 : energy t I M C C = 2 * fill t M M := by
      unfold energy
      rw [hCE]
      ring
    rw [e1, e2] at hl
    -- the lower bound on the band cost and the Stoner gain are both quadratic in u
    have hl' := mul_lt_mul_of_pos_right hl hs
    by_contra hle
    have hfin := mul_nonneg (sq_nonneg u) (sub_nonneg.2 (not_lt.1 hle))
    nlinarith
  · intro hI
    -- the fully polarized configuration wins
    obtain ⟨A, hA, hAc, hAE⟩ := (fill_isLeast ht.le (M := M) (n := 2 * M) le_rfl).1
    have hfull : fill t M (2 * M) = 0 := by
      have h2 := fill_mul_sin t M (2 * M)
      rw [show ((2 * M : ℕ) : ℝ) * (π / (2 * M)) = π by
        push_cast; linear_combination 2 * hx, sin_pi, mul_zero, zero_mul] at h2
      exact (mul_eq_zero.1 h2).resolve_right hs.ne'
    refine ⟨A, hA, ∅, Finset.empty_subset _, by simp [hAc], fun A' hA' B' hB' a b => ?_⟩
    have h1 := (fill_isLeast ht.le (M := M) (n := M) (by omega)).2 ⟨A', hA', a, rfl⟩
    have h2 := (fill_isLeast ht.le (M := M) (n := M) (by omega)).2 ⟨B', hB', b, rfl⟩
    have e1 : energy t I M A ∅ = -(I * M / 2) := by
      unfold energy
      rw [hAE, hAc, hfull, Finset.sum_empty, Finset.card_empty]
      push_cast
      linear_combination (-(I * M / 2)) * hinv
    have e2 : energy t I M A' B' = ∑ k ∈ A', level t M k + ∑ k ∈ B', level t M k := by
      unfold energy
      rw [a, b]
      ring
    have key : -(I * M / 2) < 2 * fill t M M :=
      lt_of_mul_lt_mul_right (by nlinarith) hs.le
    rw [e1, e2]
    linarith

/-- For `t > 0` and `N = 2M ≥ 4` not divisible by `4`, a single flip from the lowest unpolarized
filling can lower the energy exactly when `I > 4tN sin(π/N)`, and this value lies strictly above
`16t / (N sin(π/N))`. -/
theorem single_flip_threshold {t : ℝ} (ht : 0 < t) (I : ℝ) {M : ℕ} (hM : 2 ≤ M) (h : Odd M) :
    (fill t M (M + 1) + fill t M (M - 1) - 2 * fill t M M - I / (2 * M) < 0 ↔
      4 * t * (2 * M) * sin (π / (2 * M)) < I) ∧
    16 * t / (2 * M * sin (π / (2 * M))) < 4 * t * (2 * M) * sin (π / (2 * M)) := by
  obtain ⟨hx, hs⟩ := mesh_angle h.pos
  have h2 : (2 : ℝ) ≤ M := by exact_mod_cast hM
  have hM' : (0 : ℝ) < M := by linarith
  constructor
  · rw [single_flip_cost t h.pos, if_neg (Nat.not_even_iff_odd.2 h), sub_neg,
      lt_div_iff₀ (by positivity),
      show 4 * t * sin (π / (2 * M)) * (2 * M) = 4 * t * (2 * M) * sin (π / (2 * M)) by ring]
  · have hlt : π / (2 * (M : ℝ)) < π / 2 := by
      rw [div_lt_iff₀ (by positivity)]
      nlinarith [pi_pos]
    -- Jordan's inequality gives M sin(π/N) > 1
    have hj := mul_lt_mul_of_pos_left (mul_lt_sin (by positivity) hlt) hM'
    rw [show (M : ℝ) * (2 / π * (π / (2 * M))) = 2 / π * (M * (π / (2 * M))) by ring, hx,
      show 2 / π * (π / 2) = 1 by field_simp] at hj
    have hsq : 1 < ((M : ℝ) * sin (π / (2 * M))) ^ 2 := by nlinarith
    rw [div_lt_iff₀ (by positivity)]
    nlinarith [mul_lt_mul_of_pos_left hsq ht]

end

end StonerMesh
```

```lean
#print axioms StonerMesh.magnetizes_of_even
#print axioms StonerMesh.magnetizes_iff_of_odd
#print axioms StonerMesh.single_flip_threshold
```

```
'StonerMesh.magnetizes_of_even' depends on axioms: [propext, Classical.choice, Quot.sound]
'StonerMesh.magnetizes_iff_of_odd' depends on axioms: [propext, Classical.choice, Quot.sound]
'StonerMesh.single_flip_threshold' depends on axioms: [propext, Classical.choice, Quot.sound]
```

## What `Magnetizes` means and how it is proved

`mesh M` is the momentum set, and `A.card` and `B.card` are the spin populations. `Magnetizes` quantifies over all occupied sets, not only lowest fillings. `Even M` means \(4\mid N\).

`fill_isLeast` proves minimality by induction on the largest position, and `fill_mul_sin` is the closed form. `single_flip_cost` cancels \(\sin x\). `cos_le_parabola` feeds `band_energy_bound`, which `magnetizes_iff_of_odd` applies to both spins; its converse uses a full and an empty band. `magnetizes_of_even` uses the free flip, and `single_flip_threshold` compares the two criteria.

In that last theorem, `2 ≤ M` excludes only \(M=1\) among odd \(M\). There both thresholds equal \(8t\), and the strict inequality fails.

The model is a one-dimensional nearest-neighbour band at half filling, with integer occupations, collinear spins and a mesh containing \(k=0\). The result compares total energies at finite \(N\); it is not the density-of-states condition usually called the Stoner criterion.
